# For 0 < w < 1, the quantity 1 − (1 − 2w)ⁿ⁺¹ is never zero

The lemma says that for a real number w strictly between 0 and 1, and any natural number n, the quantity 1 − (1 − 2w)ⁿ⁺¹ is not zero. It is a fact about real numbers: no state, Hamiltonian or other physical model appears in the statement, though a fact of this kind is what allows such a quantity to stand in a denominator. The attempt first shows that |1 − 2w| < 1, so that its (n+1)-th power is also below 1. Since a number is at most its absolute value, (1 − 2w)ⁿ⁺¹ is then below 1 too, and `linarith` is asked to conclude that the difference is positive.

In Lean, a first try:

```lean
import Mathlib

open Matrix Filter Topology

namespace ProjectedBrokenPairs

noncomputable section

private lemma one_sub_pow_ne {w : ℝ} (h0 : 0 < w) (h1 : w < 1) (n : ℕ) :
    1 - (1 - 2 * w) ^ (n + 1) ≠ 0 := by
  have hq : |1 - 2 * w| < 1 := abs_lt.mpr ⟨by linarith, by linarith⟩
  have h := pow_lt_one₀ (abs_nonneg _) hq (Nat.succ_ne_zero n)
  have h' := le_abs_self ((1 - 2 * w) ^ (n + 1))
  rw [abs_pow] at h'
  exact ne_of_gt (by linarith)

end

end ProjectedBrokenPairs
```

The error:

```
Main.lean:15:21: error: linarith failed to find a contradiction
w : ℝ
h0 : 0 < w
h1 : w < 1
n : ℕ
hq : |1 - 2 * w| < 1
h : |1 - 2 * w| ^ n.succ < 1
h' : (1 - 2 * w) ^ (n + 1) ≤ |1 - 2 * w| ^ (n + 1)
a✝ : 1 - (1 - 2 * w) ^ (n + 1) ≤ 0
⊢ False
failed
```

The message says that `linarith` could not derive a contradiction from the hypotheses and the negated goal. The mathematics is sufficient: `h` bounds the power of |1 − 2w| by 1, and `h'` bounds (1 − 2w)ⁿ⁺¹ by that same power. But the two hypotheses write the exponent differently. In `h` it is `n.succ`, taken from `Nat.succ_ne_zero n`, while in `h'` it is `n + 1`. These are equal by definition, but `linarith` did not identify the two powers. It treated them as unrelated quantities, so the inequalities could not be chained.

The repair states the type of `h` explicitly, with exponent `n + 1`. Lean accepts the same proof term for it, because the two forms of the exponent are definitionally equal. The power in `h` now matches the one in `h'`, and `linarith` can combine them.

The repair, with which the file compiles:

```diff
@@ -10,5 +10,6 @@
     1 - (1 - 2 * w) ^ (n + 1) ≠ 0 := by
   have hq : |1 - 2 * w| < 1 := abs_lt.mpr ⟨by linarith, by linarith⟩
-  have h := pow_lt_one₀ (abs_nonneg _) hq (Nat.succ_ne_zero n)
+  have h : |1 - 2 * w| ^ (n + 1) < 1 :=
+    pow_lt_one₀ (abs_nonneg _) hq (Nat.succ_ne_zero n)
   have h' := le_abs_self ((1 - 2 * w) ^ (n + 1))
   rw [abs_pow] at h'
```
